# Dropping the antisymmetric hyperfine part never overestimates the coupling along a principal axis of the symmetric part

When an electron spin couples to a nuclear spin through a hyperfine tensor $A$ that is not symmetric, "the coupling along a direction $u$" needs a definition before one can ask what is lost by symmetrising the tensor. Here it is the Euclidean length $|Au|$, with $u$ a unit vector. The symmetric and antisymmetric parts of $A$ are

$$S=\tfrac12(A+A^{\mathsf T}),\qquad K=\tfrac12(A-A^{\mathsf T}),$$

and dropping the antisymmetric part means replacing $|Au|$ by $|Su|$. If $u$ is a principal axis of $S$, so that $Su=su$, and its principal value $s$ is nonzero, then

$$0\le |Au|-|Su|\le \frac{|Ku|^2}{2|s|}.$$

The symmetric part alone therefore never gives too large a coupling along such an axis, and what it misses is of second order in $K$.

## From the spin Hamiltonian to a length

In frequency units the hyperfine interaction is $\hat{\mathbf S}^{\mathsf T}A\,\hat{\mathbf I}$, with $\hat{\mathbf S}$ the electron spin and $\hat{\mathbf I}$ the nuclear spin, both referred to the same axes. The plain letter $S$ is kept for the symmetric matrix. The Fermi contact and the direct dipolar terms are symmetric; an antisymmetric part can enter through spin–orbit coupling when the site symmetry is low enough.

With the electron spin polarised along $u$, the nucleus feels a field proportional to $A^{\mathsf T}u$. The length $|A^{\mathsf T}u|$ is the first-order splitting in an EPR spectrum if the $g$ tensor is isotropic, the electron Zeeman term dominates, and the nuclear Zeeman and nuclear quadrupole terms are negligible. This identification of a length with a measured splitting is the step that the theorems leave to the physicist. Using $Au$ in place of $A^{\mathsf T}u$ changes only the sign of $K$, and along a principal axis of $S$ both vectors have the same length.

In Lean the tensor is a real square matrix `A : Matrix n n ℝ` over any finite index type `n`. The physical case is `Fin 3`, whose indices run over 0, 1, 2.

```lean
import Mathlib

open Matrix

namespace AntisymmetricHyperfine

noncomputable section

variable {n : Type*} [Fintype n]
```

The two parts are computed from $A$ and not postulated. Nothing is lost by this, since any symmetric $S$ and antisymmetric $K$ are the parts of $A=S+K$.

```lean
/-- The symmetric part `(A + Aᵀ)/2` of a hyperfine tensor. -/
def symPart (A : Matrix n n ℝ) : Matrix n n ℝ := (1 / 2 : ℝ) • (A + Aᵀ)

/-- The antisymmetric part `(A - Aᵀ)/2` of a hyperfine tensor. -/
def antiPart (A : Matrix n n ℝ) : Matrix n n ℝ := (1 / 2 : ℝ) • (A - Aᵀ)
```

The length is written out as $|v|=\sqrt{v\cdot v}$, because Mathlib's default norm on functions `n → ℝ` is the largest absolute component and not the Euclidean length. In the code `⬝ᵥ` is the scalar product and `*ᵥ` applies a matrix to a vector.

```lean
/-- The Euclidean length of a real vector. -/
def len (v : n → ℝ) : ℝ := √(v ⬝ᵥ v)
```

The coupling is then the length of $Au$. The definition accepts any vector; the theorems that need a unit vector say so through the hypothesis `u ⬝ᵥ u = 1`.

```lean
/-- The hyperfine coupling along a unit vector `u`: the length of `A u`. -/
def coupling (A : Matrix n n ℝ) (u : n → ℝ) : ℝ := len (A *ᵥ u)
```

Since $v\cdot v=\sum_i v_i^2$ is nonnegative, squaring the root returns it: $|v|^2=v\cdot v$.

```lean
/-- The squared length of a vector is its scalar product with itself. -/
theorem len_sq (v : n → ℝ) : len v ^ 2 = v ⬝ᵥ v :=
  Real.sq_sqrt (Finset.sum_nonneg fun i _ => mul_self_nonneg (v i))
```

## Two perpendicular contributions

Adding the definitions gives $S+K=A$, and hence

$$Au=Su+Ku.$$

The Lean proof checks the matrix identity entry by entry and then applies both sides to $u$.

```lean
/-- The vector `A u` is the sum of the contributions of the symmetric and the
antisymmetric part. -/
theorem mulVec_split (A : Matrix n n ℝ) (u : n → ℝ) :
    A *ᵥ u = symPart A *ᵥ u + antiPart A *ᵥ u := by
  have h : symPart A + antiPart A = A := by
    ext i j
    simp only [symPart, antiPart, Matrix.add_apply, Matrix.smul_apply, Matrix.sub_apply,
      Matrix.transpose_apply, smul_eq_mul]
    ring
  rw [← Matrix.add_mulVec, h]
```

The antisymmetric contribution is perpendicular to $u$. A scalar equals its own transpose, so $u\cdot A^{\mathsf T}u=u\cdot Au$, and therefore

$$u\cdot Ku=\tfrac12\left(u\cdot Au-u\cdot A^{\mathsf T}u\right)=0.$$

In the proof, `h` is the equality of the two scalars, and the rest is the subtraction. No condition on $u$ is needed.

```lean
/-- The antisymmetric part sends every vector to a vector perpendicular to it. -/
theorem antiPart_perp (A : Matrix n n ℝ) (u : n → ℝ) :
    u ⬝ᵥ (antiPart A *ᵥ u) = 0 := by
  have h : u ⬝ᵥ (Aᵀ *ᵥ u) = u ⬝ᵥ (A *ᵥ u) := by
    rw [Matrix.dotProduct_mulVec, Matrix.vecMul_transpose, dotProduct_comm]
  rw [antiPart, Matrix.smul_mulVec, Matrix.sub_mulVec, dotProduct_smul, dotProduct_sub, h,
    sub_self, smul_zero]
```

## Along a principal axis the contributions add in squares

Now let $u\cdot u=1$ and $Su=su$. These are the hypotheses `hu` and `hs` in the code. The symmetric part alone gives

$$|Su|=\sqrt{s^2\,(u\cdot u)}=|s|.$$

The absolute value is needed because a principal value may be negative while a length cannot.

```lean
/-- Along a unit principal axis `u` of the symmetric part, with principal value `s`, the
symmetric part alone gives the coupling `|s|`. -/
theorem coupling_symPart (A : Matrix n n ℝ) {u : n → ℝ} {s : ℝ}
    (hu : u ⬝ᵥ u = 1) (hs : symPart A *ᵥ u = s • u) :
    coupling (symPart A) u = |s| := by
  unfold coupling len
  rw [hs]
  simp only [smul_dotProduct, dotProduct_smul, smul_eq_mul, hu, mul_one]
  exact Real.sqrt_mul_self_eq_abs s
```

For the full tensor, $Au=su+Ku$, so that

$$|Au|^2=s^2\,(u\cdot u)+2s\,(u\cdot Ku)+|Ku|^2=s^2+|Ku|^2.$$

The cross term vanishes by perpendicularity. This is where the principal-axis condition enters: for a general direction the cross term is $2\,Su\cdot Ku$, which can have either sign. In the proof, `h1` and `h2` state the perpendicularity in the two orders in which the expansion produces it.

```lean
/-- Along a unit principal axis of the symmetric part, the squared coupling is the sum of the
squares of the principal value and of the length of the antisymmetric contribution. -/
theorem coupling_sq (A : Matrix n n ℝ) {u : n → ℝ} {s : ℝ}
    (hu : u ⬝ᵥ u = 1) (hs : symPart A *ᵥ u = s • u) :
    coupling A u ^ 2 = s ^ 2 + len (antiPart A *ᵥ u) ^ 2 := by
  have h1 := antiPart_perp A u
  have h2 : (antiPart A *ᵥ u) ⬝ᵥ u = 0 := by rw [dotProduct_comm]; exact h1
  unfold coupling
  rw [len_sq, len_sq, mulVec_split A u, hs]
  -- the cross terms vanish by perpendicularity
  simp only [add_dotProduct, dotProduct_add, smul_dotProduct, dotProduct_smul, smul_eq_mul,
    hu, h1, h2]
  ring
```

## The error has a sign and a second-order bound

Write $\delta=|Au|-|s|$ for the error. Since $|Au|^2=|s|^2+|Ku|^2\ge|s|^2$ and both lengths are nonnegative, $\delta\ge0$. For the upper bound, expand a square that cannot be negative:

$$0\le(|Au|-|s|)^2=|Au|^2-2|s||Au|+|s|^2=|Ku|^2-2|s|\,\delta.$$

The last equality uses $|Au|^2=|s|^2+|Ku|^2$. Division by $2|s|>0$ gives $\delta\le|Ku|^2/(2|s|)$.

The theorem states both inequalities together. Its hypothesis `h0 : s ≠ 0` says that the symmetric tensor has a nonvanishing coupling along this axis, against which the antisymmetric contribution can be small. If $s=0$, the error is $|Ku|$ itself, of first order. The lower bound still holds in that case, but the upper bound as Lean would read it, with division by zero returning zero, fails whenever $Ku\ne0$.

The proof replaces $|Su|$ by $|s|$ and treats the two inequalities separately. The first call of `nlinarith` compares squares; for the second, `le_div_iff₀` clears the denominator, and `nlinarith` receives the square $(|Au|-|s|)^2$ as a hint.

```lean
/-- Along a unit principal axis of the symmetric part with nonzero principal value `s`,
dropping the antisymmetric part `K` never overestimates the coupling, and underestimates it
by at most `|K u|² / (2|s|)`. -/
theorem antisymmetric_error (A : Matrix n n ℝ) {u : n → ℝ} {s : ℝ}
    (hu : u ⬝ᵥ u = 1) (hs : symPart A *ᵥ u = s • u) (h0 : s ≠ 0) :
    0 ≤ coupling A u - coupling (symPart A) u ∧
      coupling A u - coupling (symPart A) u ≤ len (antiPart A *ᵥ u) ^ 2 / (2 * |s|) := by
  have hc : 0 ≤ coupling A u := Real.sqrt_nonneg _
  have ha : 0 < |s| := abs_pos.mpr h0
  have hsq := coupling_sq A hu hs
  rw [← sq_abs s] at hsq
  rw [coupling_symPart A hu hs]
  constructor
  · nlinarith [sq_nonneg (len (antiPart A *ᵥ u))]
  · -- this follows from the nonnegativity of the squared error
    rw [le_div_iff₀ (by positivity)]
    nlinarith [sq_nonneg (coupling A u - |s|)]
```

For example, a principal value of 10 MHz and an antisymmetric contribution $|Ku|$ of 1 MHz give an error of at most 0.05 MHz. An electronic-structure calculation with spin–orbit coupling can return a tensor with an antisymmetric part. If only its symmetric part is kept, the bound limits the resulting change in coupling along a principal axis of $S$, within the first-order picture described above. It does not describe a spectral fit that assumes a symmetric tensor: such a fit need not return $S$, because the symmetric matrix $\sqrt{AA^{\mathsf T}}$ gives the same length as $A^{\mathsf T}$ in every direction.

## The second-order coefficient is exact

An upper bound alone would allow the true error to be much smaller. Let $B=|Ku|^2/(2|s|)$ be the bound. The expansion of the square above, divided by $2|s|$, reads

$$B-\delta=\frac{\delta^2}{2|s|}.$$

Since $0\le\delta\le B$, the right-hand side is at most $B^2/(2|s|)$, and so

$$\delta\ge B-\frac{B^2}{2|s|}=\frac{|Ku|^2}{2|s|}-\frac{|Ku|^4}{8|s|^3}.$$

The error thus equals $|Ku|^2/(2|s|)$ up to a term of fourth order in $K$. In the example it lies between 0.049875 and 0.05 MHz.

In Lean, `hpow` is the inequality $\delta^2\le B^2$, `h4` rewrites the fourth-order term as $B^2/(2|s|)$, and `key` is the estimate of $B-\delta$.

```lean
/-- Along a unit principal axis `u` of the symmetric part with nonzero principal value `s`, dropping
the antisymmetric part `K` lowers the coupling by at least `|K u|² / (2|s|) - |K u|⁴ / (8|s|³)`. -/
theorem antisymmetric_error_lower (A : Matrix n n ℝ) {u : n → ℝ} {s : ℝ}
    (hu : u ⬝ᵥ u = 1) (hs : symPart A *ᵥ u = s • u) (h0 : s ≠ 0) :
    len (antiPart A *ᵥ u) ^ 2 / (2 * |s|) - len (antiPart A *ᵥ u) ^ 4 / (8 * |s| ^ 3) ≤
      coupling A u - coupling (symPart A) u := by
  obtain ⟨hlo, hup⟩ := antisymmetric_error A hu hs h0
  have ha : 0 < |s| := abs_pos.mpr h0
  have hsq := coupling_sq A hu hs
  rw [← sq_abs s] at hsq
  rw [coupling_symPart A hu hs] at hlo hup ⊢
  have hpow := pow_le_pow_left₀ hlo hup 2
  have hq : len (antiPart A *ᵥ u) ^ 2 / (2 * |s|) * (2 * |s|) = len (antiPart A *ᵥ u) ^ 2 :=
    div_mul_cancel₀ _ (by positivity)
  have h4 : len (antiPart A *ᵥ u) ^ 4 / (8 * |s| ^ 3) =
      (len (antiPart A *ᵥ u) ^ 2 / (2 * |s|)) ^ 2 / (2 * |s|) := by ring
  -- the upper bound exceeds the error by at most its own square over `2|s|`
  have key : len (antiPart A *ᵥ u) ^ 2 / (2 * |s|) - (coupling A u - |s|) ≤
      (len (antiPart A *ᵥ u) ^ 2 / (2 * |s|)) ^ 2 / (2 * |s|) := by
    rw [le_div_iff₀ (by positivity)]
    linarith
  rw [h4]
  linarith
```

## When symmetrising changes nothing

If $|Au|=|Su|=|s|$, then $|Au|^2=s^2+|Ku|^2$ leaves $|Ku|^2=0$, hence $Ku=0$. Conversely, if $Ku=0$ then $Au=Su$ and the couplings agree. This equivalence also holds for $s=0$, so the theorem has no hypothesis on the principal value beyond `hs`.

The two directions of the proof are these two sentences. The first uses the fact that a real vector with zero scalar product with itself is zero.

```lean
/-- Along a unit principal axis of the symmetric part, dropping the antisymmetric part leaves
the coupling unchanged exactly when the antisymmetric part annihilates that axis. -/
theorem coupling_eq_iff (A : Matrix n n ℝ) {u : n → ℝ} {s : ℝ}
    (hu : u ⬝ᵥ u = 1) (hs : symPart A *ᵥ u = s • u) :
    coupling A u = coupling (symPart A) u ↔ antiPart A *ᵥ u = 0 := by
  constructor
  · intro h
    have hsq := coupling_sq A hu hs
    rw [h, coupling_symPart A hu hs, sq_abs, len_sq] at hsq
    exact dotProduct_self_eq_zero.mp (by linarith)
  · intro h
    unfold coupling
    rw [mulVec_split A u, h, add_zero]
```

## Three dimensions and the axial vector

A 3 by 3 antisymmetric matrix has three independent entries, which form an axial vector $k$. With indices starting from 0,

$$k=\tfrac12\left(A_{21}-A_{12},\;A_{02}-A_{20},\;A_{10}-A_{01}\right).$$

```lean
/-- The axial vector of the antisymmetric part of a 3 by 3 hyperfine tensor. -/
def axial (A : Matrix (Fin 3) (Fin 3) ℝ) : Fin 3 → ℝ :=
  ![(A 2 1 - A 1 2) / 2, (A 0 2 - A 2 0) / 2, (A 1 0 - A 0 1) / 2]
```

With this choice of signs, $Ku=k\times u$. For instance, component 0 of $Ku$ is

$$\tfrac12(A_{01}-A_{10})u_1+\tfrac12(A_{02}-A_{20})u_2=k_1u_2-k_2u_1,$$

and the other two components follow in the same way. Lagrange's identity for the cross product then gives

$$|Ku|^2=|k|^2|u|^2-(k\cdot u)^2=|k|^2-(k\cdot u)^2,$$

and therefore

$$|Au|^2=s^2+|k|^2-(k\cdot u)^2.$$

Only the component of $k$ perpendicular to the principal axis affects the coupling along it. If $k$ is parallel to $u$, symmetrising the tensor leaves that coupling unchanged, however large $k$ is.

In the proof, `hk` verifies the cross product for each of the three components, and `cross_dot_cross` is Lagrange's identity in the general form for four vectors.

```lean
/-- In three dimensions, along a unit principal axis `u` of the symmetric part with principal
value `s`, the squared coupling is `s² + |k|² - (k·u)²`, where `k` is the axial vector. -/
theorem coupling_sq_axial (A : Matrix (Fin 3) (Fin 3) ℝ) {u : Fin 3 → ℝ} {s : ℝ}
    (hu : u ⬝ᵥ u = 1) (hs : symPart A *ᵥ u = s • u) :
    coupling A u ^ 2 = s ^ 2 + axial A ⬝ᵥ axial A - (axial A ⬝ᵥ u) ^ 2 := by
  -- the antisymmetric part acts as a cross product
  have hk : antiPart A *ᵥ u = crossProduct (axial A) u := by
    ext i
    fin_cases i <;>
      simp [antiPart, axial, cross_apply, Matrix.mulVec, dotProduct, Fin.sum_univ_three] <;>
      ring
  rw [coupling_sq A hu hs, len_sq, hk, cross_dot_cross, hu, dotProduct_comm u (axial A)]
  ring
```

## Away from the principal axes the sign can reverse

Take the tensor whose only nonzero entry is $A_{01}=2$, and let $u=(1,0,0)$. Then $Au$ is the first column of $A$, which is zero. The parts do not vanish separately:

$$Su=(0,1,0),\qquad Ku=(0,-1,0).$$

They cancel in the sum, so $|Au|=0$ while $|Su|=1$, and here dropping $K$ overestimates the coupling. The direction $u$ is not a principal axis of $S$, because $Su$ is not a multiple of $u$. The lower bound therefore fails for general unit vectors. With the convention $|A^{\mathsf T}u|$ the transposed tensor gives the same example.

The theorem records the two couplings, and its proof evaluates them directly.

```lean
/-- For this tensor and the first coordinate direction, the full coupling is 0 while the
symmetric part alone gives 1. -/
theorem overestimate_off_axis :
    coupling !![0, 2, 0; 0, 0, 0; 0, 0, 0] ![1, 0, 0] = 0 ∧
      coupling (symPart !![0, 2, 0; 0, 0, 0; 0, 0, 0]) ![1, 0, 0] = 1 := by
  constructor <;>
    simp [coupling, len, symPart, Matrix.mulVec, dotProduct, Fin.sum_univ_three]

end

end AntisymmetricHyperfine
```

```lean
#print axioms AntisymmetricHyperfine.antisymmetric_error
#print axioms AntisymmetricHyperfine.antisymmetric_error_lower
#print axioms AntisymmetricHyperfine.coupling_sq_axial
#print axioms AntisymmetricHyperfine.overestimate_off_axis
```

```
'AntisymmetricHyperfine.antisymmetric_error' depends on axioms: [propext, Classical.choice, Quot.sound]
'AntisymmetricHyperfine.antisymmetric_error_lower' depends on axioms: [propext, Classical.choice, Quot.sound]
'AntisymmetricHyperfine.coupling_sq_axial' depends on axioms: [propext, Classical.choice, Quot.sound]
'AntisymmetricHyperfine.overestimate_off_axis' depends on axioms: [propext, Classical.choice, Quot.sound]
```

## The mean square over all orientations

The same argument gives a neighbouring result that does not depend on a choice of axis. A real symmetric 3 by 3 matrix $S$ has three orthonormal principal axes $u_0,u_1,u_2$, with principal values $s_0,s_1,s_2$. Adding the formula with the axial vector over the three axes, and using $\sum_i(k\cdot u_i)^2=|k|^2$, gives

$$\sum_{i=0}^{2}|Au_i|^2=s_0^2+s_1^2+s_2^2+2|k|^2.$$

For directions distributed uniformly over the sphere, the mean of $|Au|^2$ is one third of this sum. Dropping $K$ removes $\tfrac23|k|^2$ from the mean square, so the symmetric part never overestimates the root-mean-square coupling, although it can do so in single directions. This orientational average rests on the derivation just given and has no Lean proof above.
